# A distance criterion for a positive definite dipole response matrix

Let $N$ atoms sit at distinct points $r_i\in\mathbb R^3$ with common polarisability $\alpha>0$, and let $T(r)=(3\,r r^{\mathsf T}-|r|^2\mathbf 1)/|r|^5$ be the dipole tensor. If

$$2\alpha\sum_{j\ne i}|r_i-r_j|^{-3}<1\quad\text{for every } i,$$

then the $3N\times3N$ matrix $M$ with identity diagonal blocks and off-diagonal blocks $-\alpha T(r_i-r_j)$ is positive definite.

The atoms are undamped point dipoles with a linear, isotropic response. Units are Gaussian, so $\alpha$ is a volume. In an applied field $E_i$ the dipoles obey $p_i=\alpha\,(E_i+\sum_{j\neq i}T_{ij}p_j)$, with $T_{ij}=T(r_i-r_j)$, which is $Mp=\alpha E$. For polarisable simulation models of this undamped kind, positive definiteness means that the induction energy has a single minimum and that conjugate gradients can be applied to the linear system.

```lean
import Mathlib

open Matrix Finset

namespace PolarisationCatastrophe

noncomputable section
```

## The dipole tensor

Positions are Euclidean vectors, so `‖r‖` is the ordinary length.

```lean
/-- Three-dimensional Euclidean space. -/
abbrev Space := EuclideanSpace ℝ (Fin 3)
```

The tensor is specified without division, by $|r|^5T=3rr^{\mathsf T}-|r|^2\mathbf 1$.

```lean
/-- `T` is a dipole tensor for the separation `r`: `|r|⁵ T = 3 r rᵀ - |r|² 1`. -/
def IsDipoleTensor (r : Space) (T : Matrix (Fin 3) (Fin 3) ℝ) : Prop :=
  ∀ a b, ‖r‖ ^ 5 * T a b = 3 * r a * r b - ‖r‖ ^ 2 * (1 : Matrix (Fin 3) (Fin 3) ℝ) a b
```

The explicit formula is defined separately.

```lean
/-- The explicit dipole tensor `(3 r rᵀ - |r|² 1) / |r|⁵`. -/
def dipoleTensor (r : Space) : Matrix (Fin 3) (Fin 3) ℝ :=
  Matrix.of fun a b =>
    (3 * r a * r b - ‖r‖ ^ 2 * (1 : Matrix (Fin 3) (Fin 3) ℝ) a b) / ‖r‖ ^ 5
```

For $r\neq0$ the factor $|r|^5$ can be cancelled, so the relation and the formula determine the same matrix.

```lean
/-- At nonzero separation the defining relation singles out the explicit dipole tensor. -/
theorem isDipoleTensor_iff {r : Space} (hr : r ≠ 0) (T : Matrix (Fin 3) (Fin 3) ℝ) :
    IsDipoleTensor r T ↔ T = dipoleTensor r := by
  have hn : ‖r‖ ≠ 0 := norm_ne_zero_iff.mpr hr
  have c : IsDipoleTensor r (dipoleTensor r) := by
    intro a b
    simp only [dipoleTensor, Matrix.of_apply]
    field_simp
  constructor
  · intro h
    ext a b
    exact mul_left_cancel₀ (pow_ne_zero 5 hn) ((h a b).trans (c a b).symm)
  · rintro rfl
    exact c
```

Both sides of the relation are even in $r$, hence $T(-r)=T(r)$.

```lean
/-- Reversing the separation vector leaves the dipole tensor unchanged. -/
theorem IsDipoleTensor.flip {x y : Space} {T : Matrix (Fin 3) (Fin 3) ℝ}
    (h : IsDipoleTensor (x - y) T) : IsDipoleTensor (y - x) T := by
  intro a b
  have h1 := h a b
  rw [norm_sub_rev] at h1
  simp only [PiLp.sub_apply] at h1 ⊢
  linear_combination h1
```

## Bounding the coupling of two dipoles

Multiply the $(a,b)$ component of the relation by $u_av_b$ and sum:

$$|r|^5\,u\cdot Tv=3(u\cdot r)(v\cdot r)-|r|^2\,u\cdot v .$$

The `linear_combination` below adds the nine component equations with exactly these weights.

```lean
/-- The coupling of two dipoles `u` and `v` through the dipole tensor, times `|r|⁵`. -/
theorem dipole_contraction {r : Space} {T : Matrix (Fin 3) (Fin 3) ℝ}
    (hT : IsDipoleTensor r T) (u v : Fin 3 → ℝ) :
    ‖r‖ ^ 5 * (u ⬝ᵥ T *ᵥ v) =
      3 * (u ⬝ᵥ r.ofLp) * (v ⬝ᵥ r.ofLp) - ‖r‖ ^ 2 * (u ⬝ᵥ v) := by
  have hd : ∀ a, ‖r‖ ^ 5 * T a a = 3 * r a * r a - ‖r‖ ^ 2 := fun a => by
    rw [hT a a, Matrix.one_apply_eq, mul_one]
  have ho : ∀ a b, a ≠ b → ‖r‖ ^ 5 * T a b = 3 * r a * r b := fun a b h => by
    rw [hT a b, Matrix.one_apply_ne h, mul_zero, sub_zero]
  simp only [Matrix.mulVec, dotProduct, Fin.sum_univ_three]
  linear_combination u 0 * v 0 * hd 0 + u 1 * v 1 * hd 1 + u 2 * v 2 * hd 2
    + u 0 * v 1 * ho 0 1 (by decide) + u 0 * v 2 * ho 0 2 (by decide)
    + u 1 * v 0 * ho 1 0 (by decide) + u 1 * v 2 * ho 1 2 (by decide)
    + u 2 * v 0 * ho 2 0 (by decide) + u 2 * v 1 * ho 2 1 (by decide)
```

The coupling is largest for parallel dipoles along the axis. To bound it in general, use Lagrange's identity $|w\times r|^2=|w|^2|r|^2-(w\cdot r)^2$ with $w=u+v$. Expanding then gives

$$|r|^2(|u|^2+|v|^2)-|r|^5\,u\cdot Tv=\tfrac14|r|^2|u-v|^2+\tfrac34|(u+v)\times r|^2+\tfrac34\big((u-v)\cdot r\big)^2\ge0 .$$

Dividing by $|r|^5$ yields $u\cdot Tv\le(|u|^2+|v|^2)/|r|^3$. In the code, `linarith` receives the nonnegative terms, with the cross product written in components, and finds the coefficients.

```lean
/-- The coupling of two dipoles at distance `|r|` is at most `(|u|² + |v|²) / |r|³`. -/
theorem dipole_coupling_le {r : Space} (hr : r ≠ 0) {T : Matrix (Fin 3) (Fin 3) ℝ}
    (hT : IsDipoleTensor r T) (u v : Fin 3 → ℝ) :
    u ⬝ᵥ T *ᵥ v ≤ (u ⬝ᵥ u + v ⬝ᵥ v) * (‖r‖ ^ 3)⁻¹ := by
  have hn : 0 < ‖r‖ := norm_pos_iff.mpr hr
  have hs : ‖r‖ ^ 2 = r 0 ^ 2 + r 1 ^ 2 + r 2 ^ 2 := by
    rw [EuclideanSpace.norm_sq_eq]
    simp [Fin.sum_univ_three]
  have key : ‖r‖ ^ 5 * (u ⬝ᵥ T *ᵥ v) ≤ ‖r‖ ^ 2 * (u ⬝ᵥ u + v ⬝ᵥ v) := by
    rw [dipole_contraction hT, hs]
    simp only [dotProduct, Fin.sum_univ_three]
    -- Lagrange's identity for `u + v` and `r`, plus two manifestly nonnegative terms
    have h1 : 0 ≤ (r 0 ^ 2 + r 1 ^ 2 + r 2 ^ 2) *
        ((u 0 - v 0) ^ 2 + (u 1 - v 1) ^ 2 + (u 2 - v 2) ^ 2) := by positivity
    linarith [h1, sq_nonneg ((u 0 + v 0) * r 1 - (u 1 + v 1) * r 0),
      sq_nonneg ((u 1 + v 1) * r 2 - (u 2 + v 2) * r 1),
      sq_nonneg ((u 2 + v 2) * r 0 - (u 0 + v 0) * r 2),
      sq_nonneg ((u 0 - v 0) * r 0 + (u 1 - v 1) * r 1 + (u 2 - v 2) * r 2)]
  rw [← div_eq_mul_inv, le_div_iff₀ (by positivity)]
  refine le_of_mul_le_mul_left ?_ (pow_pos hn 2)
  calc ‖r‖ ^ 2 * (u ⬝ᵥ T *ᵥ v * ‖r‖ ^ 3) = ‖r‖ ^ 5 * (u ⬝ᵥ T *ᵥ v) := by ring
    _ ≤ _ := key
```

## The quadratic form of the response matrix

The finite type `ι` labels the atoms, and a matrix index is a pair (atom, Cartesian component). The tensors enter as a family `T i j`, of which only the members with $i\ne j$ are used.

```lean
variable {ι : Type*} [Fintype ι] [DecidableEq ι]

/-- The dipole response matrix: identity diagonal blocks, off-diagonal blocks `-α T i j`. -/
def responseMatrix (α : ℝ) (T : ι → ι → Matrix (Fin 3) (Fin 3) ℝ) :
    Matrix (ι × Fin 3) (ι × Fin 3) ℝ :=
  Matrix.of fun x y => if x.1 = y.1 then (1 : Matrix (Fin 3) (Fin 3) ℝ) x.2 y.2
    else -α * T x.1 y.1 x.2 y.2
```

The three components belonging to atom $i$ form its dipole $p_i$.

```lean
/-- The dipole moment on atom `i`. -/
def site (p : ι × Fin 3 → ℝ) (i : ι) : Fin 3 → ℝ := fun a => p (i, a)
```

Separating the diagonal blocks from the rest gives

$$p\cdot Mp=\sum_i\Big(|p_i|^2-\alpha\sum_{j\neq i}p_i\cdot T_{ij}p_j\Big).$$

`univ.erase i` is the set of all atoms other than $i$. The proof evaluates one row of $Mp$ at a time, then sums over rows.

```lean
/-- The quadratic form of the response matrix splits into self terms and pair couplings. -/
theorem energy_eq (α : ℝ) (T : ι → ι → Matrix (Fin 3) (Fin 3) ℝ) (p : ι × Fin 3 → ℝ) :
    p ⬝ᵥ responseMatrix α T *ᵥ p = ∑ i, (site p i ⬝ᵥ site p i
      - α * ∑ j ∈ univ.erase i, site p i ⬝ᵥ T i j *ᵥ site p j) := by
  simp only [Matrix.mulVec, dotProduct, Fintype.sum_prod_type, site]
  refine Finset.sum_congr rfl fun i _ => ?_
  have h : ∀ a, ∑ j, ∑ b, responseMatrix α T (i, a) (j, b) * p (j, b) =
      p (i, a) - α * ∑ j ∈ univ.erase i, ∑ b, T i j a b * p (j, b) := by
    intro a
    have h1 : ∑ b, responseMatrix α T (i, a) (i, b) * p (i, b) = p (i, a) := by
      simp [responseMatrix, Matrix.one_apply]
    have h2 : ∑ j ∈ univ.erase i, ∑ b, responseMatrix α T (i, a) (j, b) * p (j, b) =
        -α * ∑ j ∈ univ.erase i, ∑ b, T i j a b * p (j, b) := by
      rw [Finset.mul_sum]
      refine Finset.sum_congr rfl fun j hj => ?_
      have hij : i ≠ j := (Finset.ne_of_mem_erase hj).symm
      rw [Finset.mul_sum]
      refine Finset.sum_congr rfl fun b _ => ?_
      simp only [responseMatrix, Matrix.of_apply, if_neg hij]
      ring
    have h3 := Finset.add_sum_erase univ
      (fun j => ∑ b, responseMatrix α T (i, a) (j, b) * p (j, b)) (Finset.mem_univ i)
    beta_reduce at h3
    rw [← h3, h1, h2]
    ring
  simp only [h, mul_sub, Finset.sum_sub_distrib]
  congr 1
  simp only [Finset.mul_sum]
  refine Finset.sum_comm.trans ?_
  refine Finset.sum_congr rfl fun j _ => Finset.sum_congr rfl fun a _ =>
    Finset.sum_congr rfl fun b _ => ?_
  ring
```

Write $n_i=|p_i|^2$ and $w_{ij}=|r_i-r_j|^{-3}$. Inserting the coupling bound produces $\sum_i\sum_{j\ne i}(n_i+n_j)w_{ij}$. Since $w_{ij}=w_{ji}$, exchanging the names $i$ and $j$ shows that the two halves are equal, so

$$\sum_i\Big(n_i-\alpha\sum_{j\ne i}(n_i+n_j)w_{ij}\Big)=\sum_i\Big(1-2\alpha\sum_{j\ne i}w_{ij}\Big)n_i .$$

In the lemma, `swap` is the exchange of names; `hL` and `hR` expand the two sides.

```lean
/-- For symmetric pair weights, a pair sum over both partners is twice the sum over one. -/
theorem pair_sum_symm (α : ℝ) (n : ι → ℝ) (w : ι → ι → ℝ) (hw : ∀ i j, w i j = w j i) :
    ∑ i, (n i - α * ∑ j ∈ univ.erase i, (n i + n j) * w i j) =
      ∑ i, (1 - 2 * α * ∑ j ∈ univ.erase i, w i j) * n i := by
  have swap : ∑ i, ∑ j ∈ univ.erase i, n j * w i j =
      ∑ i, ∑ j ∈ univ.erase i, n i * w i j := by
    rw [Finset.sum_comm' (s' := fun j => univ.erase j) (t' := univ) (by
      intro x y
      simp only [Finset.mem_univ, Finset.mem_erase, true_and, and_true]
      exact ne_comm)]
    exact Finset.sum_congr rfl fun i _ => Finset.sum_congr rfl fun j _ => by rw [hw j i]
  have hL : ∑ i, (n i - α * ∑ j ∈ univ.erase i, (n i + n j) * w i j) = ∑ i, n i
      - α * (∑ i, ∑ j ∈ univ.erase i, n i * w i j + ∑ i, ∑ j ∈ univ.erase i, n j * w i j) := by
    rw [← Finset.sum_add_distrib, Finset.mul_sum, ← Finset.sum_sub_distrib]
    refine Finset.sum_congr rfl fun i _ => ?_
    simp only [add_mul, Finset.sum_add_distrib]
  have hR : ∑ i, (1 - 2 * α * ∑ j ∈ univ.erase i, w i j) * n i =
      ∑ i, n i - 2 * α * ∑ i, ∑ j ∈ univ.erase i, n i * w i j := by
    rw [Finset.mul_sum, ← Finset.sum_sub_distrib]
    refine Finset.sum_congr rfl fun i _ => ?_
    have e : ∑ j ∈ univ.erase i, n i * w i j = n i * ∑ j ∈ univ.erase i, w i j :=
      (Finset.mul_sum _ _ _).symm
    rw [e]
    ring
  rw [hL, hR, swap]
  ring
```

## The stability criterion

Together these steps give

$$p\cdot Mp\ \ge\ \sum_i\Big(1-2\alpha\sum_{j\neq i}|r_i-r_j|^{-3}\Big)|p_i|^2 .$$

Every bracket is positive by hypothesis, and a nonzero $p$ has some $p_i\ne0$, so the right side is positive.

In the theorem, `hα` says that the polarisability is positive, `hr` that the points are distinct, `hT` that each off-diagonal `T i j` is the dipole tensor of its separation, and `hs` is the distance condition. `PosDef` also requires symmetry, which follows from $T(-r)=T(r)$ and the symmetry of $rr^{\mathsf T}$. The second half of the proof establishes the positive lower bound `hlow`, then compares it with the quadratic form pair by pair.

```lean
/-- **Stability criterion.** Distinct atoms with `2 α ∑ |r i - r j|⁻³ < 1` around every atom
have a positive definite dipole response matrix. -/
theorem responseMatrix_posDef {α : ℝ} (hα : 0 < α) {r : ι → Space}
    (hr : Function.Injective r) {T : ι → ι → Matrix (Fin 3) (Fin 3) ℝ}
    (hT : ∀ i j, i ≠ j → IsDipoleTensor (r i - r j) (T i j))
    (hs : ∀ i, 2 * α * ∑ j ∈ univ.erase i, (‖r i - r j‖ ^ 3)⁻¹ < 1) :
    (responseMatrix α T).PosDef := by
  have h0 : ∀ i j, i ≠ j → r i - r j ≠ 0 := fun i j h => sub_ne_zero.mpr (hr.ne h)
  have h1 : ∀ a b : Fin 3, (1 : Matrix (Fin 3) (Fin 3) ℝ) b a =
      (1 : Matrix (Fin 3) (Fin 3) ℝ) a b := by
    intro a b
    by_cases h : a = b
    · rw [h]
    · rw [Matrix.one_apply_ne h, Matrix.one_apply_ne (Ne.symm h)]
  rw [Matrix.posDef_iff_dotProduct_mulVec]
  constructor
  · -- symmetry of the matrix
    refine Matrix.IsHermitian.ext ?_
    rintro ⟨i, a⟩ ⟨j, b⟩
    rw [star_trivial]
    by_cases hij : i = j
    · subst hij
      simp only [responseMatrix, Matrix.of_apply, if_true]
      exact h1 a b
    · simp only [responseMatrix, Matrix.of_apply, if_neg hij, if_neg (Ne.symm hij)]
      congr 1
      refine mul_left_cancel₀ (pow_ne_zero 5 (norm_ne_zero_iff.mpr (h0 i j hij))) ?_
      have e1 := (hT j i (Ne.symm hij)).flip b a
      have e2 := hT i j hij a b
      linear_combination e1 - e2 - ‖r i - r j‖ ^ 2 * h1 a b
  · intro p hp
    rw [star_trivial, energy_eq]
    have hnn : ∀ i, 0 ≤ site p i ⬝ᵥ site p i := fun i =>
      Finset.sum_nonneg fun a _ => mul_self_nonneg _
    obtain ⟨⟨i, a⟩, hia⟩ := Function.ne_iff.mp hp
    have hpos : 0 < site p i ⬝ᵥ site p i :=
      Finset.sum_pos' (fun b _ => mul_self_nonneg _)
        ⟨a, Finset.mem_univ a, mul_self_pos.mpr hia⟩
    -- the symmetrised pair bound leaves a positive weight on every atom
    have hlow : 0 < ∑ i, (1 - 2 * α * ∑ j ∈ univ.erase i, (‖r i - r j‖ ^ 3)⁻¹) *
        (site p i ⬝ᵥ site p i) :=
      Finset.sum_pos' (fun k _ => mul_nonneg (by linarith [hs k]) (hnn k))
        ⟨i, Finset.mem_univ i, mul_pos (by linarith [hs i]) hpos⟩
    rw [← pair_sum_symm α (fun i => site p i ⬝ᵥ site p i)
      (fun i j => (‖r i - r j‖ ^ 3)⁻¹) (fun i j => by rw [norm_sub_rev])] at hlow
    refine lt_of_lt_of_le hlow (Finset.sum_le_sum fun i _ => ?_)
    refine sub_le_sub_left (mul_le_mul_of_nonneg_left ?_ hα.le) _
    refine Finset.sum_le_sum fun j hj => ?_
    have hij : i ≠ j := (Finset.ne_of_mem_erase hj).symm
    exact dipole_coupling_le (h0 i j hij) (hT i j hij) _ _
```

Distinctness matters. Put two atoms at the same point with $\alpha=1$. The defining relation reads $0=0$, so $T_{01}=T_{10}=\mathbf 1$ is admitted, and `hs` holds because Lean sets $0^{-1}=0$. Yet $p=(e,e)$ with $|e|=1$ gives $p\cdot Mp=2-2=0$, so $M$ is not positive definite.

For distinct points the lower bound on $p\cdot Mp$ also controls the eigenvalues: if $2\alpha\sum_{j\ne i}|r_i-r_j|^{-3}\le1-\delta$ for every $i$, with $\delta>0$, then $p\cdot Mp\ge\delta|p|^2$, and no eigenvalue of $M$ lies below $\delta$.

## Induced dipoles in an applied field

A positive definite matrix has positive determinant, so $M$ is invertible and $p=M^{-1}\alpha E$ is the only solution of $Mp=\alpha E$.

```lean
/-- Under the stability criterion every applied field `E` induces exactly one set of dipoles. -/
theorem existsUnique_induced_dipoles {α : ℝ} (hα : 0 < α) {r : ι → Space}
    (hr : Function.Injective r) {T : ι → ι → Matrix (Fin 3) (Fin 3) ℝ}
    (hT : ∀ i j, i ≠ j → IsDipoleTensor (r i - r j) (T i j))
    (hs : ∀ i, 2 * α * ∑ j ∈ univ.erase i, (‖r i - r j‖ ^ 3)⁻¹ < 1) (E : ι × Fin 3 → ℝ) :
    ∃! p, responseMatrix α T *ᵥ p = α • E := by
  have hu : IsUnit (responseMatrix α T).det :=
    isUnit_iff_ne_zero.mpr (responseMatrix_posDef hα hr hT hs).det_pos.ne'
  refine ⟨(responseMatrix α T)⁻¹ *ᵥ (α • E), ?_, fun q hq => ?_⟩
  · beta_reduce
    rw [Matrix.mulVec_mulVec, Matrix.mul_nonsing_inv _ hu, Matrix.one_mulVec]
  · beta_reduce at hq
    rw [← hq, Matrix.mulVec_mulVec, Matrix.nonsing_inv_mul _ hu, Matrix.one_mulVec]
```

## The exact threshold for two atoms

For two atoms with $\alpha>0$ and separation $d=r_0-r_1\neq0$ the condition is $2\alpha<|d|^3$, and here it is also necessary. Take both dipoles equal to $d$, head to tail. Since $d\cdot Td=2|d|^2/|d|^3$,

$$p\cdot Mp=2|d|^2\Big(1-\frac{2\alpha}{|d|^3}\Big),$$

or $1-2\alpha/|d|^3$ after normalising $p$. Positive definiteness forces this to be positive. The loss of positivity at $2\alpha=|d|^3$ is the polarisation catastrophe of the point-dipole pair. For larger clusters the theorem above gives a sufficient condition only.

The code uses the unnormalised vector and multiplies by $|d|^5$, which gives `hf`. The converse direction applies the stability criterion, whose sums have one term each.

```lean
/-- For two atoms the response matrix is positive definite exactly when `2 α` is less than
the cube of their distance. -/
theorem dimer_posDef_iff {α : ℝ} (hα : 0 < α) {r : Fin 2 → Space}
    (hr : Function.Injective r) {T : Fin 2 → Fin 2 → Matrix (Fin 3) (Fin 3) ℝ}
    (hT : ∀ i j, i ≠ j → IsDipoleTensor (r i - r j) (T i j)) :
    (responseMatrix α T).PosDef ↔ 2 * α < ‖r 0 - r 1‖ ^ 3 := by
  have e0 : (univ : Finset (Fin 2)).erase 0 = {1} := by decide
  have e1 : (univ : Finset (Fin 2)).erase 1 = {0} := by decide
  have hd0 : r 0 - r 1 ≠ 0 := sub_ne_zero.mpr (hr.ne (by decide))
  have hn : 0 < ‖r 0 - r 1‖ := norm_pos_iff.mpr hd0
  constructor
  · intro h
    have t1 := hT 0 1 (by decide)
    have t2 := (hT 1 0 (by decide)).flip
    generalize r 0 - r 1 = d at hd0 hn t1 t2 ⊢
    -- test with equal dipoles along the axis, head to tail
    have hp : (fun x : Fin 2 × Fin 3 => d x.2) ≠ 0 := by
      intro h0
      apply hd0
      ext a
      exact congrFun h0 (0, a)
    have hE := ((Matrix.posDef_iff_dotProduct_mulVec).mp h).2 hp
    rw [star_trivial, energy_eq, Fin.sum_univ_two, e0, e1, Finset.sum_singleton,
      Finset.sum_singleton] at hE
    have hE' : 0 < (d.ofLp ⬝ᵥ d.ofLp - α * (d.ofLp ⬝ᵥ T 0 1 *ᵥ d.ofLp)) +
        (d.ofLp ⬝ᵥ d.ofLp - α * (d.ofLp ⬝ᵥ T 1 0 *ᵥ d.ofLp)) := hE
    have hdd : d.ofLp ⬝ᵥ d.ofLp = ‖d‖ ^ 2 := by
      rw [EuclideanSpace.norm_sq_eq]
      simp [dotProduct, Fin.sum_univ_three, sq]
    have c1 := dipole_contraction t1 d.ofLp d.ofLp
    have c2 := dipole_contraction t2 d.ofLp d.ofLp
    rw [hdd] at c1 c2 hE'
    have hm := mul_pos (pow_pos hn 5) hE'
    have hf : 0 < (2 * ‖d‖ ^ 4) * (‖d‖ ^ 3 - 2 * α) := by
      refine lt_of_lt_of_eq hm ?_
      linear_combination -α * c1 - α * c2
    have := (mul_pos_iff_of_pos_left (by positivity)).mp hf
    linarith
  · intro h
    have hc : 2 * α * (‖r 0 - r 1‖ ^ 3)⁻¹ < 1 := by
      rw [← div_eq_mul_inv, div_lt_one (by positivity)]
      exact h
    refine responseMatrix_posDef hα hr hT (Fin.forall_fin_two.mpr ⟨?_, ?_⟩)
    · rw [e0, Finset.sum_singleton]
      exact hc
    · rw [e1, Finset.sum_singleton, norm_sub_rev]
      exact hc
```

## A pair that satisfies the criterion

Place one atom at the origin and one at distance 2 along the third axis.

```lean
/-- Two atoms on the third axis, at distance two. -/
def axialPair : Fin 2 → Space := ![0, EuclideanSpace.single 2 2]
```

With $\alpha=1$ each sum is $1/8$, and $2\cdot\tfrac18=\tfrac14<1$. The points are distinct, so `isDipoleTensor_iff` applies and shows that the explicit tensors satisfy the defining relation.

```lean
/-- The axial pair with `α = 1` and the explicit dipole tensors meets the hypotheses of the
stability criterion. -/
theorem axialPair_witness : Function.Injective axialPair ∧
    (∀ i j, i ≠ j → IsDipoleTensor (axialPair i - axialPair j)
      (dipoleTensor (axialPair i - axialPair j))) ∧
    ∀ i, 2 * (1 : ℝ) * ∑ j ∈ univ.erase i, (‖axialPair i - axialPair j‖ ^ 3)⁻¹ < 1 := by
  have hn : ‖axialPair 0 - axialPair 1‖ = 2 := by simp [axialPair]
  have h01 : axialPair 0 ≠ axialPair 1 := by
    intro h
    rw [h, sub_self, norm_zero] at hn
    norm_num at hn
  have hinj : Function.Injective axialPair := by
    intro i j h
    fin_cases i <;> fin_cases j
    · rfl
    · exact absurd h h01
    · exact absurd h.symm h01
    · rfl
  have e0 : (univ : Finset (Fin 2)).erase 0 = {1} := by decide
  have e1 : (univ : Finset (Fin 2)).erase 1 = {0} := by decide
  refine ⟨hinj, fun i j h => (isDipoleTensor_iff (sub_ne_zero.mpr (hinj.ne h)) _).mpr rfl,
    Fin.forall_fin_two.mpr ⟨?_, ?_⟩⟩
  · rw [e0, Finset.sum_singleton, hn]
    norm_num
  · rw [e1, Finset.sum_singleton, norm_sub_rev, hn]
    norm_num

end

end PolarisationCatastrophe
```

```lean
#print axioms PolarisationCatastrophe.responseMatrix_posDef
#print axioms PolarisationCatastrophe.existsUnique_induced_dipoles
#print axioms PolarisationCatastrophe.dimer_posDef_iff
```

```
'PolarisationCatastrophe.responseMatrix_posDef' depends on axioms: [propext, Classical.choice, Quot.sound]
'PolarisationCatastrophe.existsUnique_induced_dipoles' depends on axioms: [propext, Classical.choice, Quot.sound]
'PolarisationCatastrophe.dimer_posDef_iff' depends on axioms: [propext, Classical.choice, Quot.sound]
```
